# The discrete Fourier transform exchanges shift and clock up to an adjoint, and their products form a matrix basis

## Physical setting

Place one particle on a ring of \(N\) sites. Two operations are natural: moving the particle one site along, and multiplying each site amplitude by a phase that winds once around the ring. The first is diagonal in the plane-wave basis, the second in the site basis. How does the change of basis act on each of them, and can every operator on the ring be built from the two?

For a non-interacting particle on this finite ring, the answer to the first question diagonalises the nearest-neighbour hopping Hamiltonian \(-t(X+X^\dagger)\), where \(X\) is the one-site move and \(t\) a real amplitude: its energies are \(-2t\cos(2\pi j/N)\).

## Statement

Let \(N\ge 1\), and label the basis vectors \(e_j\) of \(\mathbb C^N\) by integers \(j\) modulo \(N\). Put \(w=e^{2\pi i/N}\); since \(w^N=1\), the power \(w^j\) is well defined. The shift \(X\), the clock \(Z\) and the Fourier matrix \(F\) are

\[
Xe_j=e_{j+1},\qquad Ze_j=w^je_j,\qquad F_{jk}=\frac{w^{jk}}{\sqrt N}.
\]

Write \(W_{ab}=X^aZ^b\), with \(a,b\) modulo \(N\). Then:

1. \(FF^\dagger=1\), \(FXF^\dagger=Z\) and \(FZF^\dagger=X^\dagger\).
2. Every \(N\times N\) complex matrix \(M\) satisfies
\[
M=\frac1N\sum_{a,b}\operatorname{tr}(W_{ab}^\dagger M)\,W_{ab}.
\]
3. The \(N^2\) matrices \(W_{ab}\) are linearly independent and span all \(N\times N\) matrices.
4. \(\sum_{a,b}W_{ab}MW_{ab}^\dagger=N\operatorname{tr}(M)\,1\).

If \(M\) is the density matrix of an \(N\)-level system, dividing the last identity by \(N^2\) shows that applying a uniformly random \(W_{ab}\), without keeping a record of which one, turns every state into the maximally mixed state \(1/N\).

## Derivation

**Character sum.** Let \(S=\sum_k w^{ka}\). Replacing \(k\) by \(k+1\) only reorders the terms, so \(w^aS=S\). If \(a\neq0\) modulo \(N\), then \(w^a\neq1\) and \(S=0\). If \(a=0\), every term is 1 and \(S=N\).

**Fourier conjugation.** Unitarity is this sum with \(a=i-j\):

\[
(FF^\dagger)_{ij}=\frac1N\sum_k w^{k(i-j)}=\delta_{ij}.
\]

Next, compare entries:

\[
(FX)_{jk}=F_{j,k+1}=w^jF_{jk}=(ZF)_{jk},
\]
\[
(FZ)_{jk}=F_{jk}w^k=F_{j+1,k}=(X^\dagger F)_{jk}.
\]

So \(FX=ZF\) and \(FZ=X^\dagger F\). Multiplying on the right by \(F^\dagger\) gives the two conjugations.

**Expansion.** Since \(W_{ab}e_j=w^{bj}e_{j+a}\), the entries are \((W_{ab})_{ij}=\delta_{i,j+a}w^{bj}\), and therefore

\[
\operatorname{tr}(W_{ab}^\dagger M)=\sum_k w^{-bk}M_{k+a,k}.
\]

In the entry \((i,j)\) of \(\sum_{a,b}\operatorname{tr}(W_{ab}^\dagger M)W_{ab}\), only \(a=i-j\) contributes. What remains is

\[
\sum_k\Big(\sum_b w^{b(j-k)}\Big)M_{k+i-j,k}=N M_{ij},
\]

because the sum over \(b\) vanishes unless \(k=j\). Division by \(N\) gives the expansion. The \(W_{ab}\) therefore span a space of dimension \(N^2\), and a spanning family of \(N^2\) members is linearly independent.

**Sum over conjugations.** Row \(i\) of \(W_{ab}\) has its only nonzero entry, \(w^{b(i-a)}\), in column \(i-a\). Hence

\[
(W_{ab}MW_{ab}^\dagger)_{ij}=w^{b(i-j)}M_{i-a,j-a}.
\]

Summing over \(b\) gives \(N\delta_{ij}M_{i-a,i-a}\): the off-diagonal entries disappear. Summing over \(a\) then runs once through the diagonal of \(M\) and gives \(N\delta_{ij}\operatorname{tr}M\).

## What the formal version assumes

The type `ZMod N` labels the sites and builds in the periodic boundary condition; `NeZero N` excludes only \(N=0\). Operators are complex matrices with rows and columns indexed by `ZMod N`, and `ᴴ` is the adjoint.

The function `phase` is \(w^j\), computed from the representative `j.val` between \(0\) and \(N-1\). The definitions `shift`, `clock` and `dft` are \(X\), \(Z\) and \(F\), and `weyl a b` is \(W_{ab}\), a product of true matrix powers with exponents `a.val` and `b.val`. The positive sign in the exponent of `dft` is a convention; it determines which conjugation produces an adjoint.

The four items of the statement correspond to `dft_unitary`, `dft_conj_shift` and `dft_conj_clock`; `weyl_expansion`; `weyl_basis`; and `weyl_twirl`. The setting is finite-dimensional, with no continuum limit.

Two familiar companions are not among the theorems, though both follow by hand. Acting on \(e_j\) gives \(ZX=wXZ\). Setting \(M=W_{cd}\) in the expansion and comparing coefficients, which independence makes unique, gives \(\operatorname{tr}(W_{ab}^\dagger W_{cd})=N\delta_{ac}\delta_{bd}\).

In Lean 4 with Mathlib:

```lean
import Mathlib

open Matrix Finset

namespace ClockShiftFourier

noncomputable section

variable {N : ℕ} [NeZero N]

/-- The phase `exp(2πi j/N)` attached to the site `j` of a periodic grid of `N` points. -/
def phase (j : ZMod N) : ℂ := Complex.exp (2 * Real.pi * Complex.I * j.val / N)

/-- The cyclic shift, which sends the basis vector `e_j` to `e_(j+1)`. -/
def shift (N : ℕ) [NeZero N] : Matrix (ZMod N) (ZMod N) ℂ :=
  Matrix.of fun i j => if i = j + 1 then 1 else 0

/-- The clock matrix, which multiplies `e_j` by the phase `exp(2πi j/N)`. -/
def clock (N : ℕ) [NeZero N] : Matrix (ZMod N) (ZMod N) ℂ :=
  Matrix.diagonal phase

/-- The discrete Fourier transform, with entries `exp(2πi jk/N)/√N`. -/
def dft (N : ℕ) [NeZero N] : Matrix (ZMod N) (ZMod N) ℂ :=
  Matrix.of fun j k => phase (j * k) / ((Real.sqrt N : ℝ) : ℂ)

/-- The product `X^a Z^b` of a power of the shift and a power of the clock. -/
def weyl (a b : ZMod N) : Matrix (ZMod N) (ZMod N) ℂ :=
  shift N ^ a.val * clock N ^ b.val

private lemma phase_eq (j : ZMod N) : phase j = ZMod.stdAddChar j := by
  rw [ZMod.stdAddChar_apply, ZMod.toCircle_apply, phase]

private lemma phase_add (j k : ZMod N) : phase (j + k) = phase j * phase k := by
  simp only [phase_eq, AddChar.map_add_eq_mul]

private lemma phase_star (j : ZMod N) : star (phase j) = phase (-j) := by
  simp only [phase_eq]
  exact (AddChar.map_neg_eq_conj _ _).symm

private lemma phase_pow (j : ZMod N) (n : ℕ) : phase j ^ n = phase ((n : ZMod N) * j) := by
  rw [phase_eq, phase_eq, ← nsmul_eq_mul, AddChar.map_nsmul_eq_pow]

/-- The phases `exp(2πi ka/N)` summed over the grid give `N` for `a = 0` and cancel otherwise. -/
theorem sum_phase (a : ZMod N) :
    ∑ k : ZMod N, phase (k * a) = if a = 0 then (N : ℂ) else 0 := by
  simp only [phase_eq]
  rw [AddChar.sum_mulShift a (ZMod.isPrimitive_stdAddChar N)]
  split_ifs <;> simp [ZMod.card]

/-- The discrete Fourier transform is unitary. -/
theorem dft_unitary : dft N * (dft N)ᴴ = 1 := by
  have hN : (N : ℂ) ≠ 0 := Nat.cast_ne_zero.mpr (NeZero.ne N)
  have hs : ((Real.sqrt N : ℝ) : ℂ) * ((Real.sqrt N : ℝ) : ℂ) = N := by
    rw [← Complex.ofReal_mul, Real.mul_self_sqrt (Nat.cast_nonneg N)]
    simp
  have h : ∀ i j k : ZMod N,
      dft N i k * star (dft N j k) = (N : ℂ)⁻¹ * phase (k * (i - j)) := by
    intro i j k
    simp only [dft, Matrix.of_apply, star_div₀, phase_star]
    rw [show star ((Real.sqrt N : ℝ) : ℂ) = ((Real.sqrt N : ℝ) : ℂ) from
      Complex.conj_ofReal _, div_mul_div_comm, hs, ← phase_add,
      show i * k + -(j * k) = k * (i - j) by ring, div_eq_inv_mul]
  ext i j
  simp only [Matrix.mul_apply, Matrix.conjTranspose_apply, h]
  rw [← Finset.mul_sum, sum_phase, Matrix.one_apply]
  by_cases hij : i = j
  · simp [hij, hN]
  · simp [sub_eq_zero, hij]

/-- The Fourier transform diagonalises the shift: `F X F† = Z`. -/
theorem dft_conj_shift : dft N * shift N * (dft N)ᴴ = clock N := by
  have h : dft N * shift N = clock N * dft N := by
    ext j k
    rw [clock, Matrix.diagonal_mul, Matrix.mul_apply]
    simp only [dft, shift, Matrix.of_apply, mul_ite, mul_one, mul_zero,
      Finset.sum_ite_eq', Finset.mem_univ, if_true]
    rw [show j * (k + 1) = j + j * k by ring, phase_add]
    ring
  rw [h, Matrix.mul_assoc, dft_unitary, Matrix.mul_one]

/-- The Fourier transform turns the clock into the backward shift: `F Z F† = X†`. -/
theorem dft_conj_clock : dft N * clock N * (dft N)ᴴ = (shift N)ᴴ := by
  have h : dft N * clock N = (shift N)ᴴ * dft N := by
    ext j k
    rw [clock, Matrix.mul_diagonal, Matrix.mul_apply]
    simp only [dft, shift, Matrix.conjTranspose_apply, Matrix.of_apply, apply_ite star,
      star_one, star_zero, ite_mul, one_mul, zero_mul,
      Finset.sum_ite_eq', Finset.mem_univ, if_true]
    rw [show (j + 1) * k = j * k + k by ring, phase_add]
    ring
  rw [h, Matrix.mul_assoc, dft_unitary, Matrix.mul_one]

private lemma shift_pow_apply (n : ℕ) (i j : ZMod N) :
    (shift N ^ n) i j = if i = j + (n : ZMod N) then 1 else 0 := by
  induction n generalizing i j with
  | zero => simp [Matrix.one_apply]
  | succ n ih =>
    rw [pow_succ, Matrix.mul_apply]
    simp only [ih]
    simp only [shift, Matrix.of_apply, mul_ite, mul_one, mul_zero,
      Finset.sum_ite_eq', Finset.mem_univ, if_true]
    rw [show j + 1 + (n : ZMod N) = j + ((n + 1 : ℕ) : ZMod N) by push_cast; ring]

/-- The matrix `X^a Z^b` sends `e_j` to `exp(2πi bj/N) e_(j+a)`. -/
theorem weyl_apply (a b i j : ZMod N) :
    weyl a b i j = if i = j + a then phase (b * j) else 0 := by
  rw [weyl, clock, Matrix.diagonal_pow, Matrix.mul_diagonal, shift_pow_apply,
    Pi.pow_apply, phase_pow, ZMod.natCast_zmod_val, ZMod.natCast_zmod_val]
  split_ifs <;> simp

private lemma weyl_trace (a b : ZMod N) (M : Matrix (ZMod N) (ZMod N) ℂ) :
    ((weyl a b)ᴴ * M).trace = ∑ k, phase (-(b * k)) * M (k + a) k := by
  simp only [Matrix.trace, Matrix.diag_apply, Matrix.mul_apply, Matrix.conjTranspose_apply,
    weyl_apply, apply_ite star, star_zero, phase_star, ite_mul, zero_mul,
    Finset.sum_ite_eq', Finset.mem_univ, if_true]

/-- Every matrix is the sum of the products `X^a Z^b` with coefficients
`tr((X^a Z^b)† M)/N`. -/
theorem weyl_expansion (M : Matrix (ZMod N) (ZMod N) ℂ) :
    M = (N : ℂ)⁻¹ • ∑ a, ∑ b, ((weyl a b)ᴴ * M).trace • weyl a b := by
  have hN : (N : ℂ) ≠ 0 := Nat.cast_ne_zero.mpr (NeZero.ne N)
  ext i j
  have key : ∑ a, ∑ b, ((weyl a b)ᴴ * M).trace * weyl a b i j = N * M i j := by
    -- only the displacement a = i - j reaches the entry (i, j)
    rw [Finset.sum_eq_single (i - j)]
    · have h : ∀ b, ((weyl (i - j) b)ᴴ * M).trace * weyl (i - j) b i j
          = ∑ k, phase (b * (j - k)) * M (k + (i - j)) k := by
        intro b
        rw [weyl_trace, weyl_apply, if_pos (by ring), Finset.sum_mul]
        refine Finset.sum_congr rfl fun k _ => ?_
        rw [show b * (j - k) = -(b * k) + b * j by ring, phase_add]
        ring
      simp only [h]
      -- the sum over b then selects k = j
      rw [Finset.sum_comm]
      simp only [← Finset.sum_mul, sum_phase]
      rw [Finset.sum_eq_single j]
      · simp
      · intro k _ hk
        rw [if_neg (sub_ne_zero.mpr hk.symm), zero_mul]
      · simp
    · intro a _ ha
      refine Finset.sum_eq_zero fun b _ => ?_
      rw [weyl_apply, if_neg (fun h => ha (by linear_combination -h)), mul_zero]
    · simp
  simp only [Matrix.smul_apply, Matrix.sum_apply, smul_eq_mul]
  rw [key, inv_mul_cancel_left₀ hN]

/-- The `N²` products `X^a Z^b` are linearly independent and span all `N × N` matrices. -/
theorem weyl_basis :
    LinearIndependent ℂ (fun p : ZMod N × ZMod N => weyl p.1 p.2) ∧
    Submodule.span ℂ (Set.range fun p : ZMod N × ZMod N => weyl p.1 p.2) = ⊤ := by
  have hspan : ⊤ ≤ Submodule.span ℂ
      (Set.range fun p : ZMod N × ZMod N => weyl p.1 p.2) := by
    intro M _
    rw [weyl_expansion M]
    exact Submodule.smul_mem _ _ (Submodule.sum_mem _ fun a _ => Submodule.sum_mem _ fun b _ =>
      Submodule.smul_mem _ _ (Submodule.subset_span ⟨(a, b), rfl⟩))
  -- a spanning family with as many members as the dimension is independent
  exact ⟨linearIndependent_of_top_le_span_of_card_eq_finrank hspan
    (by simp [Module.finrank_matrix, ZMod.card]), top_le_iff.mp hspan⟩

/-- Conjugating a matrix by every `X^a Z^b` and summing gives `N tr(M)` times the identity. -/
theorem weyl_twirl (M : Matrix (ZMod N) (ZMod N) ℂ) :
    ∑ a, ∑ b, weyl a b * M * (weyl a b)ᴴ = ((N : ℂ) * M.trace) • 1 := by
  have hw : ∀ a b i k : ZMod N,
      weyl a b i k = if k = i - a then phase (b * k) else 0 := by
    intro a b i k
    by_cases h : k = i - a
    · rw [weyl_apply, if_pos h, if_pos (by rw [h]; ring)]
    · rw [weyl_apply, if_neg h, if_neg (fun h' => h (by linear_combination -h'))]
  have hent : ∀ a b i j : ZMod N, (weyl a b * M * (weyl a b)ᴴ) i j
      = phase (b * (i - j)) * M (i - a) (j - a) := by
    intro a b i j
    simp only [Matrix.mul_apply, Matrix.conjTranspose_apply, hw, apply_ite star, star_zero,
      phase_star, ite_mul, mul_ite, zero_mul, mul_zero,
      Finset.sum_ite_eq', Finset.mem_univ, if_true]
    rw [show b * (i - j) = b * (i - a) + -(b * (j - a)) by ring, phase_add]
    ring
  ext i j
  -- the sum over b removes the off-diagonal entries, the sum over a adds up the diagonal of M
  simp only [Matrix.sum_apply, hent, ← Finset.sum_mul, sum_phase, Matrix.smul_apply,
    Matrix.one_apply, smul_eq_mul]
  by_cases hij : i = j
  · subst hij
    simp only [sub_self, ↓reduceIte, mul_one, ← Finset.mul_sum]
    congr 1
    exact Equiv.sum_comp (Equiv.subLeft i) (fun k => M k k)
  · simp [sub_eq_zero, hij]

end

end ClockShiftFourier
```

```lean
#print axioms ClockShiftFourier.dft_conj_shift
#print axioms ClockShiftFourier.dft_conj_clock
#print axioms ClockShiftFourier.weyl_basis
#print axioms ClockShiftFourier.weyl_twirl
```

```
'ClockShiftFourier.dft_conj_shift' depends on axioms: [propext, Classical.choice, Quot.sound]
'ClockShiftFourier.dft_conj_clock' depends on axioms: [propext, Classical.choice, Quot.sound]
'ClockShiftFourier.weyl_basis' depends on axioms: [propext, Classical.choice, Quot.sound]
'ClockShiftFourier.weyl_twirl' depends on axioms: [propext, Classical.choice, Quot.sound]
```

## Notes on the proof

**Phases.** The lemma `phase_eq` identifies `phase` with Mathlib's standard additive character of `ZMod N`. The rules for sums, conjugates and powers of phases follow from it, and `sum_phase` obtains the character sum from the primitivity of that character.

**Fourier conjugation.** In `dft_conj_shift` and `dft_conj_clock`, the inner statement `h` is the intertwining relation, checked entry by entry. The last line of each proof applies unitarity.

**Expansion and basis.** The lemmas `shift_pow_apply` (by induction on the power) and `weyl_apply` give the matrix entries, and `weyl_trace` gives the coefficients. In `weyl_expansion`, the first `Finset.sum_eq_single` selects \(a=i-j\); `Finset.sum_comm` then brings the sum over \(b\) inside, and the second selects \(k=j\). The dimension count in `weyl_basis` is the Mathlib lemma `linearIndependent_of_top_le_span_of_card_eq_finrank`.

**Sum over conjugations.** In `weyl_twirl`, `hent` is the entry formula derived above. The reindexing \(a\mapsto i-a\), supplied by `Equiv.subLeft i`, turns the remaining sum into the trace.

**A reusable technique.** `Finset.sum_ite_eq'` collapses a sum over `k` when the condition has the form `k = c`, with the summation variable alone on the left. The formula in `weyl_apply` is solved for the row index, which suits `weyl_trace`. The products in `weyl_twirl` sum over the column index, so `hw` first restates the same entries with the condition `k = i - a`. After that, one `simp only` call evaluates both matrix products.
